# The adjacency characteristic polynomial of an n-gonal bipyramid with no apex–apex bond

In a bipyramidal cluster, a ring of $n$ atoms is capped above and below by an apex atom that touches the whole ring. Trigonal bipyramids and octahedra are the smallest cases. Which orbital energies does such a skeleton have, and what do the caps do to the levels of the bare ring?

Take non-interacting electrons, orthonormal orbitals, one per atom, with on-site energy $\alpha$, and one coupling $\beta$ for every bonded pair. The Hamiltonian is then $H=\alpha I+\beta A$, with $A$ the adjacency matrix, and each root $x$ of $\det(xI-A)$ gives a level $\alpha+\beta x$. The theorems concern $A$ only. That $H$ has this form is the physical assumption: real clusters usually have several valence orbitals per atom, and their ring–ring and ring–apex bonds generally differ, except in a regular octahedron, where symmetry makes them equivalent.

```lean
import Mathlib

open Matrix Polynomial

namespace BipyramidalClusters
```

Ring atoms are labelled by integers modulo $n$, the type `ZMod n`. `SimpleGraph.fromRel` makes the stated relation symmetric and removes self-bonds.

```lean
/-- For `n ≥ 1`, the ring of `n` atoms: distinct atoms are bonded when their labels modulo `n`
differ by one. (`ZMod 0` is the integers, so `n = 0` gives an infinite chain.) -/
def ringGraph (n : ℕ) : SimpleGraph (ZMod n) :=
  SimpleGraph.fromRel fun i j => j = i + 1
```

The cluster's atoms form `ZMod n ⊕ Fin 2`: `.inl i` is a ring atom, `.inr a` one of the two apices. The last case of the definition leaves the apices unbonded to each other.

```lean
/-- The bipyramid: the `n`-ring together with two apex atoms, each bonded to every ring atom
and not to each other. -/
def bipyramid (n : ℕ) : SimpleGraph (ZMod n ⊕ Fin 2) :=
  SimpleGraph.fromRel fun a b =>
    match a, b with
    | .inl i, .inl j => (ringGraph n).Adj i j
    | .inl _, .inr _ => True
    | .inr _, _ => False
```

## (a) The ring matrix as a sum over neighbours

**Task.** For $n\ge 3$, let $A_R$ be the ring's adjacency matrix and $f$ a vector of amplitudes. Show that
$$(A_Rf)_i=f_{i+1}+f_{i-1}.$$

**Solution.** Atom $i$ is bonded to $j$ exactly when $j=i+1$ or $j=i-1$. These atoms differ from each other because $2\not\equiv0 \pmod n$, and from $i$ because $1\not\equiv0$. Row $i$ therefore has exactly two ones, which pick out the two amplitudes. At $n=2$ the neighbours coincide and the formula would count one bond twice.

In the code, `h2` and `h1` are the two inequalities, and `entry` writes a matrix row as the sum of two indicators. Amplitudes may lie in any commutative ring `R`, so the result serves both real and complex vectors.

```lean
/-- For `n ≥ 3` the adjacency matrix of the ring replaces the amplitude on each atom by the sum
of the amplitudes on its two neighbours. -/
theorem ring_mulVec {R : Type*} [CommRing R] (n : ℕ) [NeZero n] (hn : 3 ≤ n)
    [DecidableRel (ringGraph n).Adj] (f : ZMod n → R) (i : ZMod n) :
    ((ringGraph n).adjMatrix R *ᵥ f) i = f (i + 1) + f (i - 1) := by
  have h2 : (1 : ZMod n) + 1 ≠ 0 := by
    intro h
    have h' : ((2 : ℕ) : ZMod n) = 0 := by
      push_cast
      linear_combination h
    have := Nat.le_of_dvd (by norm_num) ((CharP.cast_eq_zero_iff (ZMod n) n 2).1 h')
    omega
  have h1 : (1 : ZMod n) ≠ 0 := fun h => h2 (by linear_combination 2 * h)
  -- the two neighbours of atom `i` are `i + 1` and `i - 1`, and they are different
  have entry : ∀ j, (if (ringGraph n).Adj i j then (1 : R) else 0)
      = (if j = i + 1 then 1 else 0) + (if j = i - 1 then 1 else 0) := by
    intro j
    have hdef : (ringGraph n).Adj i j ↔ i ≠ j ∧ (j = i + 1 ∨ i = j + 1) :=
      SimpleGraph.fromRel_adj _ _ _
    have hadj : (ringGraph n).Adj i j ↔ j = i + 1 ∨ j = i - 1 := by
      rw [hdef]
      constructor
      · rintro ⟨_, h | h⟩
        · exact Or.inl h
        · exact Or.inr (by linear_combination -h)
      · rintro (h | h)
        · exact ⟨fun e => h1 (by linear_combination -h - e), Or.inl h⟩
        · exact ⟨fun e => h1 (by linear_combination h + e), Or.inr (by linear_combination -h)⟩
    by_cases a : j = i + 1
    · have b : j ≠ i - 1 := fun b => h2 (by linear_combination b - a)
      rw [if_pos (hadj.2 (Or.inl a)), if_pos a, if_neg b, add_zero]
    · by_cases b : j = i - 1
      · rw [if_pos (hadj.2 (Or.inr b)), if_neg a, if_pos b, zero_add]
      · rw [if_neg (fun h => (hadj.1 h).elim a b), if_neg a, if_neg b, add_zero]
  simp only [mulVec, dotProduct, SimpleGraph.adjMatrix_apply, entry]
  simp [add_mul, Finset.sum_add_distrib]
```

## (b) Bloch waves on the ring

**Task.** For $n\ge3$, show that
$$\det(xI-A_R)=\prod_{k=0}^{n-1}\left(x-2\cos\frac{2\pi k}{n}\right).$$

**Solution.** Let $\omega=e^{2\pi\mathrm{i}/n}$, with $\mathrm{i}$ the imaginary unit (italic $i$ remains a site label), and $F_{jk}=\omega^{jk}$. By (a), column $k$ satisfies
$$\omega^{(j+1)k}+\omega^{(j-1)k}=(\omega^k+\omega^{-k})\,\omega^{jk}=2\cos\frac{2\pi k}{n}\,\omega^{jk}.$$
The geometric sum $\sum_k\omega^{k(i-j)}=n\delta_{ij}$ shows that $F$ has inverse $G_{kj}=\omega^{-kj}/n$. So $A_R=FDG$ with $D$ diagonal, and $A_R$ has the characteristic polynomial of $D$. Normalised orbitals have amplitudes $\omega^{jk}/\sqrt n$.

Lean writes $\omega^k$ as `χ k`. The steps `hFG` and `hAF` are the inverse and the eigenvalue equation, and `hd` converts exponentials to cosines. Since the waves are complex and the claim is real, the proof ends by comparing both polynomials over $\mathbb C$. `X` is the variable $x$, and `C` turns a number into a constant polynomial.

```lean
/-- For `n ≥ 3` the characteristic polynomial of the ring is the product of
`x - 2 cos (2πk/n)` over `k = 0, ..., n - 1`. -/
theorem ring_charpoly (n : ℕ) [NeZero n] (hn : 3 ≤ n) [DecidableRel (ringGraph n).Adj] :
    ((ringGraph n).adjMatrix ℝ).charpoly
      = ∏ k ∈ Finset.range n, (X - C (2 * Real.cos (2 * Real.pi * k / n))) := by
  obtain ⟨χ, hχ⟩ : ∃ χ : AddChar (ZMod n) ℂ, χ = ZMod.stdAddChar := ⟨_, rfl⟩
  have hprim : χ.IsPrimitive := hχ ▸ ZMod.isPrimitive_stdAddChar n
  have hn0 : (n : ℂ) ≠ 0 := Nat.cast_ne_zero.2 (by omega)
  -- columns of `F` are the Bloch waves, `G` is the inverse transform
  let F : Matrix (ZMod n) (ZMod n) ℂ := of fun j k => χ (j * k)
  let G : Matrix (ZMod n) (ZMod n) ℂ := of fun k j => (n : ℂ)⁻¹ * χ (-(k * j))
  have hFG : F * G = 1 := by
    refine Matrix.ext fun i j => ?_
    have hs : ∑ k, F i k * G k j = (n : ℂ)⁻¹ * ∑ k, χ (k * (i - j)) := by
      rw [Finset.mul_sum]
      refine Finset.sum_congr rfl fun k _ => ?_
      rw [show k * (i - j) = i * k + -(k * j) by ring, AddChar.map_add_eq_mul]
      simp only [F, G, of_apply]
      ring
    rw [Matrix.mul_apply, hs, AddChar.sum_mulShift _ hprim]
    by_cases h : i = j
    · subst h
      simp [hn0]
    · simp [h, sub_eq_zero]
  have hGF : G * F = 1 := mul_eq_one_comm.1 hFG
  have hAF : (ringGraph n).adjMatrix ℂ * F = F * diagonal fun k => χ k + χ (-k) := by
    refine Matrix.ext fun i k => ?_
    rw [mul_diagonal]
    refine (ring_mulVec n hn (fun j => χ (j * k)) i).trans ?_
    simp only [F, of_apply]
    rw [show (i + 1) * k = i * k + k by ring, show (i - 1) * k = i * k + -k by ring,
      AddChar.map_add_eq_mul, AddChar.map_add_eq_mul]
    ring
  have hA : ((ringGraph n).adjMatrix ℂ).charpoly
      = (diagonal fun k => χ k + χ (-k)).charpoly := by
    calc ((ringGraph n).adjMatrix ℂ).charpoly
        = (F * ((diagonal fun k => χ k + χ (-k)) * G)).charpoly := by
          rw [← Matrix.mul_assoc, ← hAF, Matrix.mul_assoc, hFG, Matrix.mul_one]
      _ = ((diagonal fun k => χ k + χ (-k)) * G * F).charpoly := Matrix.charpoly_mul_comm _ _
      _ = _ := by rw [Matrix.mul_assoc, hGF, Matrix.mul_one]
  have hdiag : (diagonal fun k => χ k + χ (-k)).charpoly
      = ∏ k, (X - C (χ k + χ (-k))) := by
    have h : charmatrix (diagonal fun k => χ k + χ (-k))
        = diagonal fun k => X - C (χ k + χ (-k)) := by
      refine Matrix.ext fun i j => ?_
      by_cases h : i = j
      · subst h
        simp
      · simp [h]
    rw [Matrix.charpoly, h, det_diagonal]
  have hd : ∀ k : ZMod n, χ k + χ (-k)
      = ((2 * Real.cos (2 * Real.pi * k.val / n) : ℝ) : ℂ) := by
    intro k
    have hk : χ k = Complex.exp (((2 * Real.pi * k.val / n : ℝ) : ℂ) * Complex.I) := by
      have h := ZMod.stdAddChar_coe (N := n) (k.val : ℤ)
      have e : ((k.val : ℤ) : ZMod n) = k := by simp
      rw [e] at h
      rw [hχ, h]
      congr 1
      push_cast
      ring
    rw [AddChar.map_neg_eq_inv, hk, ← Complex.exp_neg, Complex.ofReal_mul,
      Complex.ofReal_cos, Complex.cos, neg_mul]
    push_cast
    ring
  -- compare the real and the complex characteristic polynomials
  have hmap : ((ringGraph n).adjMatrix ℝ).map Complex.ofRealHom
      = (ringGraph n).adjMatrix ℂ := by
    refine Matrix.ext fun i j => ?_
    by_cases h : (ringGraph n).Adj i j <;> simp [SimpleGraph.adjMatrix_apply, h]
  apply Polynomial.map_injective Complex.ofRealHom Complex.ofRealHom.injective
  rw [← Matrix.charpoly_map, Polynomial.map_prod, hmap, hA, hdiag]
  refine Finset.prod_bij (fun k _ => k.val) (fun k _ => Finset.mem_range.2 (ZMod.val_lt k))
    (fun a _ b _ h => ZMod.val_injective n h)
    (fun b hb => ⟨(b : ZMod n), Finset.mem_univ _,
      ZMod.val_cast_of_lt (Finset.mem_range.1 hb)⟩) (fun k _ => ?_)
  rw [hd, Polynomial.map_sub, Polynomial.map_X, Polynomial.map_C]
  rfl
```

## (c) Coupling two sites to a system with constant row sums

**Task.** Let $M$ be a real matrix on a finite set $V$ of sites (not a potential), with every row sum equal to $r$. Add two sites with zero diagonal entries and no coupling to each other, each joined to all of $V$ with unit coupling. With $P_M$ and $P$ the old and new characteristic polynomials, show that
$$P(x)(x-r)^2=P_M(x)\,x(x-r)\,\bigl[x(x-r)-2|V|\bigr].$$

**Solution.** Let $J$ be the $|V|\times2$ matrix of ones and $E$ the $2\times2$ one. Then
$$\begin{pmatrix}xI-M&-J\\-J^T&xI\end{pmatrix}\begin{pmatrix}I&J\\0&(x-r)I\end{pmatrix}=\begin{pmatrix}xI-M&0\\-J^T&x(x-r)I-|V|E\end{pmatrix}.$$
The upper right block vanishes because each row of $xI-M$ sums to $x-r$. The lower right one uses $J^TJ=|V|E$, and its determinant is
$$(x(x-r)-|V|)^2-|V|^2=x(x-r)\bigl[x(x-r)-2|V|\bigr].$$
Taking determinants of both sides gives the claim.

`hrow` is the row-sum statement, `hmul` the matrix product, and `hdet` its determinant.

```lean
/-- Two apex sites, with zero diagonal entries and no coupling to each other, are joined with unit
coupling to every site of a system whose matrix `M` has all row sums equal to `r`; this relates the
new characteristic polynomial to that of `M`. -/
theorem two_apex_charpoly {V : Type*} [Fintype V] [DecidableEq V] (M : Matrix V V ℝ) (r : ℝ)
    (hM : ∀ i, ∑ j, M i j = r) :
    (fromBlocks M (of fun _ _ => 1) (of fun _ _ => 1)
        (0 : Matrix (Fin 2) (Fin 2) ℝ)).charpoly * (X - C r) ^ 2
      = M.charpoly * (X * (X - C r)) * (X * (X - C r) - 2 * (Fintype.card V : ℝ[X])) := by
  have h : charmatrix (fromBlocks M (of fun _ _ => 1) (of fun _ _ => 1)
        (0 : Matrix (Fin 2) (Fin 2) ℝ))
      = fromBlocks (charmatrix M) (of fun _ _ => -1) (of fun _ _ => -1)
        (diagonal fun _ => X) := by
    refine Matrix.ext ?_
    rintro (i | i) (j | j) <;> simp [charmatrix_apply, diagonal_apply]
  have hrow : ∀ i, ∑ k, charmatrix M i k = X - C r := by
    intro i
    simp only [charmatrix_apply, Finset.sum_sub_distrib, diagonal_apply]
    rw [← map_sum, hM]
    simp
  -- multiplying by a block triangular factor clears the upper right block
  have hmul : fromBlocks (charmatrix M) (of fun _ _ => -1) (of fun _ _ => -1)
        (diagonal fun _ : Fin 2 => (X : ℝ[X]))
      * fromBlocks 1 (of fun _ _ => 1) 0 (diagonal fun _ => X - C r)
      = fromBlocks (charmatrix M) 0 (of fun _ _ => -1)
        !![X * (X - C r) - (Fintype.card V : ℝ[X]), -(Fintype.card V : ℝ[X]);
           -(Fintype.card V : ℝ[X]), X * (X - C r) - (Fintype.card V : ℝ[X])] := by
    rw [fromBlocks_multiply]
    refine Matrix.fromBlocks_inj.2 ⟨by simp, ?_, by simp, ?_⟩
    · refine Matrix.ext fun i j => ?_
      rw [Matrix.add_apply, mul_diagonal, Matrix.mul_apply]
      simp only [of_apply, mul_one, hrow, Matrix.zero_apply]
      ring
    · refine Matrix.ext fun i j => ?_
      fin_cases i <;> fin_cases j <;> simp [Matrix.mul_apply] <;> ring
  have hdet := congrArg Matrix.det hmul
  rw [det_mul, det_fromBlocks_zero₂₁, det_fromBlocks_zero₁₂, det_one, det_diagonal,
    det_fin_two_of, Fin.prod_univ_two] at hdet
  unfold Matrix.charpoly
  rw [h]
  linear_combination hdet
```

## (d) The cluster matrix in blocks

**Task.** With $J$ now of size $n\times2$, show that the bipyramid has adjacency matrix
$$A=\begin{pmatrix}A_R&J\\J^T&0\end{pmatrix}.$$

**Solution.** Ring bonds are kept, every ring–apex pair is bonded, and the apices are not bonded to each other. The four facts `h11`, `h12`, `h21` and `h22` settle one block each.

```lean
/-- The adjacency matrix of the bipyramid consists of the ring block, all-ones blocks between ring
and apices, and a zero apex block. -/
theorem bipyramid_adjMatrix (n : ℕ) [DecidableRel (ringGraph n).Adj]
    [DecidableRel (bipyramid n).Adj] :
    (bipyramid n).adjMatrix ℝ = fromBlocks ((ringGraph n).adjMatrix ℝ)
      (of fun _ _ => 1) (of fun _ _ => 1) 0 := by
  have h11 : ∀ i j, (bipyramid n).Adj (.inl i) (.inl j) ↔ (ringGraph n).Adj i j := by
    intro i j
    simp only [bipyramid, SimpleGraph.fromRel_adj]
    constructor
    · rintro ⟨_, h | h⟩
      · exact h
      · exact SimpleGraph.Adj.symm h
    · intro h
      exact ⟨fun e => h.ne (Sum.inl.inj e), Or.inl h⟩
  have h12 : ∀ i a, (bipyramid n).Adj (.inl i) (.inr a) := by simp [bipyramid]
  have h21 : ∀ a i, (bipyramid n).Adj (.inr a) (.inl i) := fun a i => (h12 i a).symm
  have h22 : ∀ a b, ¬ (bipyramid n).Adj (.inr a) (.inr b) := by simp [bipyramid]
  refine Matrix.ext ?_
  rintro (i | i) (j | j)
  · by_cases h : (ringGraph n).Adj i j <;> simp [SimpleGraph.adjMatrix_apply, h11, h]
  · simp [SimpleGraph.adjMatrix_apply, h12]
  · simp [SimpleGraph.adjMatrix_apply, h21]
  · simp [SimpleGraph.adjMatrix_apply, h22]
```

## (e) The bipyramid polynomial

**Task.** For $n\ge3$, show that
$$\det(xI-A)=x(x^2-2x-2n)\prod_{k=1}^{n-1}\left(x-2\cos\frac{2\pi k}{n}\right).$$

**Solution.** By (a) with all amplitudes equal to one, the ring's row sums are $r=2$. In (b), the factor $k=0$ is $x-2$; call the remaining product $Q(x)$. Part (c) gives
$$P(x)(x-2)^2=(x-2)Q(x)\,x(x-2)\,[x(x-2)-2n].$$
Cancelling the nonzero polynomial $(x-2)^2$ leaves the claim. In this model, with one orbital per atom and equal ring–apex couplings, only the totally symmetric ring orbital mixes with the apices; the other ring levels stay where they were. Apex p orbitals, which the model leaves out, can mix with other ring orbitals too.

The model could instead use a weighted matrix with ring–apex coupling $t\beta$. The same elimination then replaces $2n$ by $2nt^2$, but unless $t$ is 0 or 1 the matrix is not the adjacency matrix of a simple graph.

In Lean, `hsplit` separates $k=0$, `key` is part (c) for the ring, and `mul_right_cancel₀` does the cancellation. `Finset.Ico 1 n` is the range $1,\dots,n-1$.

```lean
/-- For `n ≥ 3` the bipyramid over an `n`-ring has characteristic polynomial
`x (x² - 2x - 2n)` times the product of `x - 2 cos (2πk/n)` over `k = 1, ..., n - 1`. -/
theorem bipyramid_charpoly (n : ℕ) [NeZero n] (hn : 3 ≤ n) [DecidableRel (bipyramid n).Adj] :
    ((bipyramid n).adjMatrix ℝ).charpoly = X * (X ^ 2 - 2 * X - 2 * (n : ℝ[X]))
      * ∏ k ∈ Finset.Ico 1 n, (X - C (2 * Real.cos (2 * Real.pi * k / n))) := by
  classical
  have hrow : ∀ i, ∑ j, (ringGraph n).adjMatrix ℝ i j = 2 := by
    intro i
    have h := ring_mulVec n hn (fun _ => (1 : ℝ)) i
    simp only [mulVec, dotProduct, mul_one] at h
    rw [h]
    norm_num
  -- split off the totally symmetric ring level `k = 0`
  have hsplit : ∏ k ∈ Finset.range n, (X - C (2 * Real.cos (2 * Real.pi * k / n)))
      = (X - C 2) * ∏ k ∈ Finset.Ico 1 n, (X - C (2 * Real.cos (2 * Real.pi * k / n))) := by
    have h0 : (X - C (2 * Real.cos (2 * Real.pi * (0 : ℕ) / n)) : ℝ[X]) = X - C 2 := by simp
    rw [Finset.range_eq_Ico, Finset.prod_eq_prod_Ico_succ_bot (by omega), h0]
  have key := two_apex_charpoly ((ringGraph n).adjMatrix ℝ) 2 hrow
  rw [← bipyramid_adjMatrix n, ring_charpoly n hn, ZMod.card, hsplit] at key
  have hC : (C (2 : ℝ) : ℝ[X]) = 2 := map_ofNat C 2
  apply mul_right_cancel₀ (pow_ne_zero 2 (X_sub_C_ne_zero (2 : ℝ)))
  rw [key, hC]
  ring
```

## (f) All levels explicitly

**Task.** For $n\ge3$, show that the quadratic factor in (e) splits as
$$x^2-2x-2n=\bigl(x-1-\sqrt{1+2n}\bigr)\bigl(x-1+\sqrt{1+2n}\bigr).$$

**Solution.** Complete the square: $x^2-2x-2n=(x-1)^2-(1+2n)$. Lean substitutes this factorisation into (e).

For the trigonal bipyramid, $n=3$, the roots are $1+\sqrt7\approx3.646$, $0$, $-1$ twice, and $1-\sqrt7\approx-1.646$. They sum to zero, the trace of $A$. Their squares sum to $16+2=18$, twice the nine bonds.

```lean
/-- For `n ≥ 3` the characteristic polynomial of the bipyramid splits into real linear factors,
with the quadratic factor contributing the roots `1 ± √(1 + 2n)`. -/
theorem bipyramid_charpoly_split (n : ℕ) [NeZero n] (hn : 3 ≤ n)
    [DecidableRel (bipyramid n).Adj] :
    ((bipyramid n).adjMatrix ℝ).charpoly
      = X * ((X - C (1 + √(1 + 2 * (n : ℝ)))) * (X - C (1 - √(1 + 2 * (n : ℝ)))))
      * ∏ k ∈ Finset.Ico 1 n, (X - C (2 * Real.cos (2 * Real.pi * k / n))) := by
  have hs : √(1 + 2 * (n : ℝ)) ^ 2 = 1 + 2 * (n : ℝ) := Real.sq_sqrt (by positivity)
  have hC : (C √(1 + 2 * (n : ℝ)) : ℝ[X]) ^ 2 = 1 + 2 * (n : ℝ[X]) := by
    have h2 : (C (2 : ℝ) : ℝ[X]) = 2 := map_ofNat C 2
    rw [← C_pow, hs]
    simp [h2]
  have hq : (X ^ 2 - 2 * X - 2 * (n : ℝ[X]) : ℝ[X])
      = (X - C (1 + √(1 + 2 * (n : ℝ)))) * (X - C (1 - √(1 + 2 * (n : ℝ)))) := by
    rw [C_add, C_sub, C_1]
    linear_combination hC
  rw [bipyramid_charpoly n hn, hq]
```

## (g) The octahedron

**Task.** For $n=4$, show that
$$\det(xI-A)=x^3(x-4)(x+2)^2.$$

**Solution.** The cosines for $k=1,2,3$ are $0,-1,0$, so the product in (e) is $x^2(x+2)$. The other factor is $x(x^2-2x-8)=x(x-4)(x+2)$. The levels are $\alpha+4\beta$ once, $\alpha$ three times and $\alpha-2\beta$ twice. `c1`, `c2` and `c3` evaluate the cosines.

```lean
/-- The octahedron, the bipyramid over a four-ring, has characteristic polynomial
`x³ (x - 4) (x + 2)²`. -/
theorem octahedron_charpoly [DecidableRel (bipyramid 4).Adj] :
    ((bipyramid 4).adjMatrix ℝ).charpoly = X ^ 3 * (X - 4) * (X + 2) ^ 2 := by
  have c1 : Real.cos (2 * Real.pi * (1 : ℕ) / (4 : ℕ)) = 0 := by
    rw [show 2 * Real.pi * (1 : ℕ) / (4 : ℕ) = Real.pi / 2 by push_cast; ring,
      Real.cos_pi_div_two]
  have c2 : Real.cos (2 * Real.pi * (2 : ℕ) / (4 : ℕ)) = -1 := by
    rw [show 2 * Real.pi * (2 : ℕ) / (4 : ℕ) = Real.pi by push_cast; ring, Real.cos_pi]
  have c3 : Real.cos (2 * Real.pi * (3 : ℕ) / (4 : ℕ)) = 0 := by
    rw [show 2 * Real.pi * (3 : ℕ) / (4 : ℕ) = Real.pi / 2 + Real.pi by push_cast; ring,
      Real.cos_add_pi, Real.cos_pi_div_two, neg_zero]
  have e0 : (C (2 * 0 : ℝ) : ℝ[X]) = 0 := by simp
  have h2 : (C (2 : ℝ) : ℝ[X]) = 2 := map_ofNat C 2
  have e2 : (C (2 * -1 : ℝ) : ℝ[X]) = -2 := by simp [h2]
  rw [bipyramid_charpoly 4 (by norm_num), show Finset.Ico 1 4 = {1, 2, 3} from rfl,
    Finset.prod_insert (by decide), Finset.prod_insert (by decide), Finset.prod_singleton,
    c1, c2, c3, e0, e2]
  push_cast
  ring

end BipyramidalClusters
```

```lean
#print axioms BipyramidalClusters.bipyramid_charpoly_split
-- 'BipyramidalClusters.bipyramid_charpoly_split' depends on axioms: [propext, Classical.choice, Quot.sound]
#print axioms BipyramidalClusters.octahedron_charpoly
-- 'BipyramidalClusters.octahedron_charpoly' depends on axioms: [propext, Classical.choice, Quot.sound]
```
